# For a finite Hermitian matrix, the hoppings from a site fix the variance of its local density of states

The local density of states can be modelled as a function of a continuous energy or as a finite list of weights. Here it is a list: site i has weight |U_ik|² at the energy e_k, where the columns of U are orthonormal eigenvectors of the Hamiltonian H and the e_k are the corresponding energies. Mean and variance are weighted sums over this list, so their expression through matrix elements of H is something to be proved. Any orthonormal eigenbasis may be used, also when levels are degenerate.

For a finite Hermitian matrix H in an orthonormal site basis, the claim is

mean of site i = H_ii

variance of site i = Σ_{j≠i} |H_ij|²

and the variance vanishes exactly when the site vector |i⟩ is an eigenvector of H. In a finite, non-interacting tight-binding model with one basis state per site, this gives the mean and width of a local spectrum from a single row of the Hamiltonian, without diagonalisation. If a site carries several orbitals or spin states, i labels one of them, and the sum includes its couplings to the others on the same site.

## From completeness to the variance

Write Uᴴ for the conjugate transpose of U and diag(e) for the diagonal matrix of energies. The eigenbasis satisfies

U Uᴴ = 1, H U = U diag(e).

The diagonal entries of the first equation say that the weights of each site sum to one. Multiplying the second from the right by Uᴴ gives H = U diag(e) Uᴴ, or in entries

H_ab = Σ_k U_ak e_k U_bk*.

Setting a = b = i gives the mean:

H_ii = Σ_k |U_ik|² e_k.

Since the energies are real, exchanging a and b conjugates the sum, so H_ab = H_ba*.

For the second moment, take a real energy μ and put M = H − μ. Then M U = U diag(e − μ), and completeness gives

(M U)(M U)ᴴ = M U Uᴴ Mᴴ = M Mᴴ.

The diagonal entry i of a product A Aᴴ is the sum of the squared magnitudes in row i of A. Reading off that entry on both sides gives

Σ_k |U_ik|² (e_k − μ)² = Σ_j |M_ij|².

Now choose μ = H_ii, which is real because it is the mean. The left side becomes the variance. On the right, M_ii = 0 and M_ij = H_ij for j ≠ i, so only the hoppings remain.

A sum of squared magnitudes is zero exactly when each term is zero. The variance therefore vanishes exactly when H_ij = 0 for all j ≠ i. By Hermitian symmetry, this means that column i of H has no entry off the diagonal, which is the equation H|i⟩ = H_ii|i⟩. Conversely, if H|i⟩ = c|i⟩ for some number c, the components j ≠ i give H_ji = 0, and hence H_ij = 0.

## Two consequences for the spectrum

Let V be the variance of site i. Every level with |e_k − H_ii| ≥ t > 0 contributes at least |U_ik|² t² to V, so the total weight of such levels is at most V/t². This is Chebyshev's inequality for the local spectrum.

Some level also satisfies (e_k − H_ii)² ≤ V. Suppose that none did. The weights sum to one, so

Σ_k |U_ik|² [(e_k − H_ii)² − V] = V − V = 0.

Every bracket would be positive, so every weight would have to vanish, which contradicts their sum being one.

The same argument works for a normalised state ψ in place of a site vector. Let |k⟩ be column k of U and μ a real energy. With weights |⟨k|ψ⟩|², the second moment about μ is ‖(H − μ)ψ‖², so some eigenvalue lies at a distance of at most ‖(H − μ)ψ‖, the residual norm, from μ.

## Two sites with unequal energies

Take H_11 = 1, H_22 = 4 and H_12 = H_21 = 2, in some unit of energy. The eigenvalues are 0 and 5, with normalised eigenvectors (2, −1)/√5 and (1, 2)/√5. Site 1 has weight 4/5 at energy 0 and weight 1/5 at energy 5. Therefore

mean = (4/5)·0 + (1/5)·5 = 1 = H_11

variance = (4/5)·(0 − 1)² + (1/5)·(5 − 1)² = 4 = |H_12|².

The level at 0 lies at distance 1 from the on-site energy, within the bound √4 = 2. The weight at distance 4 or more is 1/5, below the bound 4/16 = 1/4.

## The eigenbasis and its moments in Lean

The sites are the elements of a finite type `n`, which also labels the eigenvectors.

```lean
import Mathlib

open Matrix

namespace LocalDOSMoments

noncomputable section

variable {n : Type*} [Fintype n] [DecidableEq n]
```

`IsEigenbasis H U e` holds the two matrix equations of the derivation. The type `n → ℝ` makes the energies real. Hermiticity of H is not a separate hypothesis, since it follows from these conditions.

```lean
/-- The columns of `U` form a complete orthonormal set of eigenvectors of `H`,
with real energies `e`. -/
structure IsEigenbasis (H U : Matrix n n ℂ) (e : n → ℝ) : Prop where
  complete : U * Uᴴ = 1
  eigen : H * U = U * diagonal (fun k => (e k : ℂ))
```

The next two definitions are the weighted mean and variance. The norm of a complex number is its magnitude, so `‖U i k‖ ^ 2` is the weight |U_ik|².

```lean
/-- Mean energy of the local density of states at site `i`, which has weight
`‖U i k‖ ^ 2` at the energy `e k`. -/
def ldosMean (U : Matrix n n ℂ) (e : n → ℝ) (i : n) : ℝ :=
  ∑ k, ‖U i k‖ ^ 2 * e k

/-- Variance of the local density of states at site `i`. -/
def ldosVariance (U : Matrix n n ℂ) (e : n → ℝ) (i : n) : ℝ :=
  ∑ k, ‖U i k‖ ^ 2 * (e k - ldosMean U e i) ^ 2
```

The hopping strength is the right-hand side of the variance formula. Erasing `i` from the set of all sites leaves the sum over j ≠ i; for a single site the sum is empty and the variance is zero.

```lean
/-- Sum of `‖H i j‖ ^ 2` over all sites `j` other than `i`. -/
def hoppingStrength (H : Matrix n n ℂ) (i : n) : ℝ :=
  ∑ j ∈ Finset.univ.erase i, ‖H i j‖ ^ 2
```

The site basis is assumed to be orthonormal. Atomic orbitals with overlap lead to a generalised eigenvalue problem, which this model does not cover. Infinite lattices and continuous spectra are not covered either.

Every Hermitian matrix satisfies the eigenbasis conditions. The witness takes U and e from Mathlib's spectral theorem; unitarity gives completeness, and the eigenvector equation is checked entry by entry.

```lean
/-- Every Hermitian matrix has an eigenbasis: the one given by the spectral theorem. -/
theorem isEigenbasis_witness {H : Matrix n n ℂ} (hH : H.IsHermitian) :
    IsEigenbasis H (hH.eigenvectorUnitary : Matrix n n ℂ) hH.eigenvalues where
  complete := Matrix.mem_unitaryGroup_iff.mp hH.eigenvectorUnitary.2
  eigen := by
    ext a k
    rw [Matrix.mul_diagonal]
    have h := congrFun (hH.mulVec_eigenvectorBasis k) a
    exact h.trans (Complex.real_smul.trans (mul_comm _ _))
```

## Row norms and the on-site mean

The first lemma is the row-norm identity for A Aᴴ. It rests on z z* = |z|² in each term.

```lean
omit [DecidableEq n] in
/-- A diagonal entry of `A * Aᴴ` is the squared norm of the corresponding row of `A`. -/
theorem mul_conjTranspose_diag (A : Matrix n n ℂ) (i : n) :
    (A * Aᴴ) i i = ((∑ k, ‖A i k‖ ^ 2 : ℝ) : ℂ) := by
  rw [Matrix.mul_apply, Complex.ofReal_sum]
  refine Finset.sum_congr rfl fun k _ => ?_
  rw [Matrix.conjTranspose_apply, ← Complex.normSq_eq_norm_sq]
  exact Complex.mul_conj _
```

`IsEigenbasis.entry` is the expansion of H_ab. Its proof first recovers H = U diag(e) Uᴴ from completeness and then reads off an entry.

```lean
variable {H U : Matrix n n ℂ} {e : n → ℝ}

/-- Matrix elements of `H` expanded in its eigenvectors and energies. -/
theorem IsEigenbasis.entry (h : IsEigenbasis H U e) (a b : n) :
    H a b = ∑ k, U a k * (e k : ℂ) * star (U b k) := by
  have hH : H = U * diagonal (fun k => (e k : ℂ)) * Uᴴ := by
    rw [← h.eigen, Matrix.mul_assoc, h.complete, Matrix.mul_one]
  have hab := congrFun (congrFun hH a) b
  rw [Matrix.mul_apply] at hab
  rw [hab]
  refine Finset.sum_congr rfl fun k _ => ?_
  rw [Matrix.mul_diagonal, Matrix.conjTranspose_apply]
```

The mean follows by setting both indices to `i`. The equation is stated in ℂ, so it also says that the diagonal entry is real.

```lean
/-- The mean of the local density of states is the on-site energy `H i i`. -/
theorem ldosMean_eq (h : IsEigenbasis H U e) (i : n) :
    (ldosMean U e i : ℂ) = H i i := by
  rw [h.entry i i, ldosMean, Complex.ofReal_sum]
  refine Finset.sum_congr rfl fun k _ => ?_
  have hk : U i k * star (U i k) = ((‖U i k‖ ^ 2 : ℝ) : ℂ) := by
    rw [← Complex.normSq_eq_norm_sq]
    exact Complex.mul_conj _
  rw [Complex.ofReal_mul, ← hk]
  ring
```

## Moving the second moment to a row of H

In the next proof, `hMU` is the shifted eigenvalue equation and `hP` is the cancellation of U Uᴴ. The row-norm lemma, applied to both sides of `hP`, turns the equality of matrix entries into an equality of real sums. The last lines evaluate |U_ik (e_k − μ)|².

```lean
/-- The second moment of the local density of states about a real energy `μ` is the
squared norm of row `i` of `H - μ`. -/
theorem second_moment_about (h : IsEigenbasis H U e) (i : n) (μ : ℝ) :
    ∑ k, ‖U i k‖ ^ 2 * (e k - μ) ^ 2
      = ∑ j, ‖(H - (μ : ℂ) • (1 : Matrix n n ℂ)) i j‖ ^ 2 := by
  -- the shifted Hamiltonian has the same eigenvectors and shifted energies
  have hMU : (H - (μ : ℂ) • (1 : Matrix n n ℂ)) * U
      = U * diagonal (fun k => ((e k - μ : ℝ) : ℂ)) := by
    rw [Matrix.sub_mul, h.eigen, Matrix.smul_mul, Matrix.one_mul]
    ext a k
    simp only [Matrix.sub_apply, Matrix.smul_apply, Matrix.mul_diagonal, smul_eq_mul]
    push_cast
    ring
  -- completeness: the factor `U * Uᴴ` cancels in the product
  have hP : ∀ M : Matrix n n ℂ, (M * U) * (M * U)ᴴ = M * Mᴴ := fun M => by
    rw [Matrix.conjTranspose_mul, Matrix.mul_assoc, ← Matrix.mul_assoc U, h.complete,
      Matrix.one_mul]
  have hi := congrFun (congrFun (hP (H - (μ : ℂ) • (1 : Matrix n n ℂ))) i) i
  rw [mul_conjTranspose_diag, mul_conjTranspose_diag] at hi
  rw [← Complex.ofReal_injective hi, hMU]
  refine Finset.sum_congr rfl fun k _ => ?_
  rw [Matrix.mul_diagonal, norm_mul, mul_pow, Complex.norm_real, Real.norm_eq_abs, sq_abs]
```

For the variance, μ is the mean. The proof splits off the term j = i, shows with `h0` that it vanishes, and identifies the remaining entries with the hoppings.

```lean
/-- The variance of the local density of states at site `i` is the sum of
`‖H i j‖ ^ 2` over all other sites `j`. -/
theorem ldosVariance_eq (h : IsEigenbasis H U e) (i : n) :
    ldosVariance U e i = hoppingStrength H i := by
  have hm := ldosMean_eq h i
  rw [ldosVariance, second_moment_about h, hoppingStrength,
    ← Finset.add_sum_erase Finset.univ _ (Finset.mem_univ i)]
  -- the on-site entry is cancelled by the mean
  have h0 : (H - (ldosMean U e i : ℂ) • (1 : Matrix n n ℂ)) i i = 0 := by
    simp [hm]
  rw [h0, norm_zero, zero_pow two_ne_zero, zero_add]
  refine Finset.sum_congr rfl fun j hj => ?_
  have hij : i ≠ j := (Finset.ne_of_mem_erase hj).symm
  simp [Matrix.one_apply_ne hij]
```

## Zero variance and the site eigenvector

`Pi.single i 1` is the site vector |i⟩, and `*ᵥ` applies a matrix to a vector. The site vector is nonzero, so the right-hand side of the equivalence is a genuine eigenvector condition. In the proof, `col` says that H|i⟩ is column i of H, and `herm` supplies the symmetry that links this column to the row in the variance formula. The two directions then follow the derivation, with the eigenvalue H_ii in the first.

```lean
/-- The variance of the local density of states at site `i` vanishes exactly when the
basis vector of that site is an eigenvector of `H`. -/
theorem ldosVariance_eq_zero_iff (h : IsEigenbasis H U e) (i : n) :
    ldosVariance U e i = 0 ↔
      ∃ c : ℂ, H *ᵥ Pi.single i (1 : ℂ) = c • Pi.single i (1 : ℂ) := by
  have col : ∀ j, (H *ᵥ Pi.single i (1 : ℂ)) j = H j i := fun j => by
    simp [Matrix.mulVec, dotProduct, Pi.single_apply]
  have herm : ∀ a b, H a b = star (H b a) := fun a b => by
    rw [h.entry a b, h.entry b a, star_sum]
    refine Finset.sum_congr rfl fun k _ => ?_
    simp
    ring
  rw [ldosVariance_eq h, hoppingStrength,
    Finset.sum_eq_zero_iff_of_nonneg (fun j _ => by positivity)]
  constructor
  · intro h0
    refine ⟨H i i, ?_⟩
    ext j
    rw [col]
    by_cases hj : j = i
    · subst hj
      simp
    · have hij : H i j = 0 := by simpa using h0 j (by simp [hj])
      rw [herm j i, hij]
      simp [hj]
  · rintro ⟨c, hc⟩ j hj
    have hcj := congrFun hc j
    rw [col] at hcj
    have hji : H j i = 0 := by
      simpa [Pi.single_apply, Finset.ne_of_mem_erase hj] using hcj
    have hij : H i j = 0 := by rw [herm i j, hji, star_zero]
    simp [hij]
```

## Bounds on weight and level position

The tail bound sums the weights over the levels selected by `filter`. After multiplication by t², each selected term is compared with its term in the variance, and the sum is then enlarged to all levels, whose terms are nonnegative. The real part `(H i i).re` is the on-site energy as a real number.

```lean
/-- For `t > 0`, the local spectral weight at distance `t` or more from the on-site energy is at
most the hopping strength divided by `t ^ 2`. -/
theorem ldos_tail_le (h : IsEigenbasis H U e) (i : n) {t : ℝ} (ht : 0 < t) :
    ∑ k ∈ Finset.univ.filter (fun k => t ≤ |e k - (H i i).re|), ‖U i k‖ ^ 2
      ≤ hoppingStrength H i / t ^ 2 := by
  have hre : (H i i).re = ldosMean U e i := by rw [← ldosMean_eq h i, Complex.ofReal_re]
  rw [le_div_iff₀ (by positivity), Finset.sum_mul, ← ldosVariance_eq h, ldosVariance, hre]
  refine (Finset.sum_le_sum fun k hk => ?_).trans
    (Finset.sum_le_sum_of_subset_of_nonneg (Finset.filter_subset _ _)
      fun k _ _ => by positivity)
  have hk' := (Finset.mem_filter.mp hk).2
  rw [← sq_abs (e k - ldosMean U e i)]
  exact mul_le_mul_of_nonneg_left (pow_le_pow_left₀ ht.le hk' 2) (by positivity)
```

The last theorem argues by contradiction, as above. `hone` is the normalisation of the weights, `hsum` is the vanishing weighted sum, and `hzero` is the conclusion that the weights would sum to zero. The bound is stated for the squared distance.

```lean
/-- Some eigenvalue of `H` has squared distance from the on-site energy `H i i` at most
the hopping strength of site `i`. -/
theorem exists_energy_near_onsite (h : IsEigenbasis H U e) (i : n) :
    ∃ k, (e k - (H i i).re) ^ 2 ≤ hoppingStrength H i := by
  have hre : (H i i).re = ldosMean U e i := by rw [← ldosMean_eq h i, Complex.ofReal_re]
  have hone : ∑ k, ‖U i k‖ ^ 2 = 1 := by
    have hi := mul_conjTranspose_diag U i
    rw [h.complete, Matrix.one_apply_eq] at hi
    exact_mod_cast hi.symm
  by_contra hcon
  push Not at hcon
  rw [hre] at hcon
  -- the average excess over the variance is zero, so every weight would vanish
  have hsum : ∑ k, ‖U i k‖ ^ 2 * ((e k - ldosMean U e i) ^ 2 - hoppingStrength H i) = 0 := by
    have hv := ldosVariance_eq h i
    rw [ldosVariance] at hv
    simp only [mul_sub, Finset.sum_sub_distrib]
    rw [← Finset.sum_mul, hone, hv]
    ring
  rw [Finset.sum_eq_zero_iff_of_nonneg
    (fun k _ => mul_nonneg (by positivity) (sub_nonneg.mpr (hcon k).le))] at hsum
  have hzero : ∑ k, ‖U i k‖ ^ 2 = 0 := Finset.sum_eq_zero fun k hk =>
    (mul_eq_zero.mp (hsum k hk)).resolve_right (sub_pos.mpr (hcon k)).ne'
  linarith

end

end LocalDOSMoments
```

```lean
#print axioms LocalDOSMoments.ldosVariance_eq_zero_iff
-- 'LocalDOSMoments.ldosVariance_eq_zero_iff' depends on axioms: [propext, Classical.choice, Quot.sound]
#print axioms LocalDOSMoments.ldos_tail_le
-- 'LocalDOSMoments.ldos_tail_le' depends on axioms: [propext, Classical.choice, Quot.sound]
#print axioms LocalDOSMoments.exists_energy_near_onsite
-- 'LocalDOSMoments.exists_energy_near_onsite' depends on axioms: [propext, Classical.choice, Quot.sound]
```
